# A two-particle Gaussian with positive one-particle exponents decays exactly when its correlation exponent exceeds $-ab/(a+b)$

An optimiser that varies the exponents of explicitly correlated Gaussians can step to a function that has no norm, and the integrals may not show it at once. Take the function $e^{-a\|x\|^2-b\|y\|^2-g\|x-y\|^2}$ of two particle positions $x$ and $y$, with one-particle exponents $a=b=1$ and correlation exponent $g=-0.6$. The overlap of this function with an uncorrelated one ($a=b=1$, $g=0$) is finite, because the exponents of the product are $2$, $2$ and $-0.6$. The overlap of the function with itself has exponents $2$, $2$ and $-1.2$, and that integral diverges. In three dimensions a convergent integral of such a Gaussian equals $\pi^3$ times the determinant $ab+g(a+b)$ of its exponents raised to the power $-3/2$. For the exponents $2$, $2$ and $-1.2$ that determinant is $-0.8$. A code that doesn't test the exponents first can thus fill in plausible off-diagonal matrix elements for an inadmissible basis function.

## The lower limit on the correlation exponent

Let $x$ and $y$ be the positions of the two particles, measured from a common centre. Let $a,b>0$ be the one-particle exponents and let $g$ be a real correlation exponent. Define

$$Q(x,y)=a\|x\|^2+b\|y\|^2+g\|x-y\|^2,\qquad G(x,y)=e^{-Q(x,y)},\qquad \mu=\frac{ab}{a+b}.$$

The number $\mu$ is the reduced exponent. In any nonzero real inner product space,

$$Q(x,y)>0\ \text{ for all }(x,y)\neq(0,0)\quad\Longleftrightarrow\quad g>-\mu .$$

Above the limit there is also an explicit bound:

$$Q(x,y)\ \ge\ \frac{ab+g(a+b)}{a+b+2g}\,\bigl(\|x\|^2+\|y\|^2\bigr),$$

with a positive coefficient.

A mechanical picture gives the meaning of $\mu$. Springs of stiffness $a$ and $b$ tie the particles to the origin, and a spring of stiffness $g$ joins them. The two anchoring springs act in series on the separation, with stiffness $ab/(a+b)$. A negative $g$ pushes the particles apart, and the system is stable as long as this push is weaker than the series stiffness.

## Screening trial exponents in an optimiser

For two electrons in a basis of spherical correlated Gaussians on one centre, a negative $g$ gives more weight to configurations in which the electrons are apart, and the limit says how negative it may be. A code that permits such values can test

$$ab+g(a+b)>0$$

before it computes any integrals. For $a,b>0$ this is the same condition as $g>-\mu$, without a division. Another choice is to write $g=-\mu+e^{s}$ and vary the unconstrained real number $s$, with $\mu$ recomputed whenever $a$ or $b$ changes.

For fixed $a$ and $b$, the explicit bound also shows how close a function is to the limit, because its coefficient increases with $g$. For $a=b=1$ and $g=-0.4$ its coefficient is $0.2/1.2=1/6$, while the smallest eigenvalue of the exponent matrix is $0.2$. As $g$ approaches $-\mu$ the coefficient tends to zero and the function spreads out.

## Separating the weighted centre from the relative coordinate

Expand two squares:

$$\|ax+by\|^2=a^2\|x\|^2+2ab\,\langle x,y\rangle+b^2\|y\|^2,$$
$$ab\,\|x-y\|^2=ab\|x\|^2-2ab\,\langle x,y\rangle+ab\|y\|^2.$$

The mixed terms cancel in the sum, which is $(a+b)\bigl(a\|x\|^2+b\|y\|^2\bigr)$. Dividing by $a+b$ and adding $g\|x-y\|^2$ gives

$$Q(x,y)=\frac{\|ax+by\|^2}{a+b}+(g+\mu)\|x-y\|^2. \tag{1}$$

**The condition is necessary.** Choose $z\neq0$ and put $x=bz$, $y=-az$. Then $ax+by=0$ and $x-y=(a+b)z$, so

$$Q(bz,-az)=(g+\mu)(a+b)^2\|z\|^2. \tag{2}$$

If $Q$ is positive definite, the left side is positive, and therefore $g>-\mu$.

**The condition is sufficient.** The matrix of the form is

$$M=\begin{pmatrix}a+g&-g\\-g&b+g\end{pmatrix},$$

with trace $T=a+b+2g$ and determinant $D=(a+g)(b+g)-g^2=ab+g(a+b)$. Multiplying $g>-ab/(a+b)$ by $a+b$ gives $D>0$. The trace is positive too, because

$$(a+b)T=(a+b)^2+2g(a+b)=a^2+b^2+2D>0.$$

The Cayley–Hamilton identity $M^2=TM-D\,I$, applied to the pair $(x,y)$, reads

$$T\,Q(x,y)-D\bigl(\|x\|^2+\|y\|^2\bigr)=\|(a+g)x-gy\|^2+\|-gx+(b+g)y\|^2\ \ge\ 0. \tag{3}$$

Dividing by $T$ gives the explicit bound with coefficient $D/T>0$, and hence $Q>0$ away from the origin.

**Decay.** If $g>-\mu$, the bound gives $G(x,y)\le e^{-c(\|x\|^2+\|y\|^2)}$ with $c=D/T$. Conversely, if such an inequality holds for some $c>0$, taking logarithms gives $Q(x,y)\ge c(\|x\|^2+\|y\|^2)$. So $Q$ is positive definite and $g>-\mu$.

**Boundedness.** If $g\ge-\mu$, both terms of (1) are nonnegative and $G\le1$. Suppose now that $g<-\mu$ and that $G\le C$ everywhere. Since $G(0,0)=1$, $C$ is positive. Choose $z\ne0$ and set $K=-(g+\mu)(a+b)^2\|z\|^2>0$. By (2), $G(btz,-atz)=e^{Kt^2}$ for every real $t$. With $t^2=C/K$ this equals $e^C\ge C+1>C$, a contradiction.

**At the limit.** For $g=-\mu$ only the first term of (1) is left, so $G(x,y)=1$ exactly when $ax+by=0$. The function is bounded, but along these configurations it doesn't decay at all.

## When an exponent is negative or the space is trivial

The sign hypothesis on $a$ and $b$ cannot simply be dropped. On the line, take $a=1$, $b=-2$ and $g=0$. Then $-ab/(a+b)=-2<g$, yet the form is $x^2-2y^2$, which equals $-2$ at $(0,1)$. Here $a+b<0$, and $Q(x,x)=(a+b)\|x\|^2$ shows that no value of $g$ helps. Equations (1) and (2) give the equivalence whenever $a+b>0$, even if one exponent is negative, but the file proves it only for $a,b>0$.

The space must also contain a nonzero vector. In the zero space there is no nonzero pair to test, so positive definiteness holds vacuously for every $g$, including $g=-1$ with $a=b=1$, where $-\mu=-1/2$.

## The Lean file

```lean
import Mathlib

open scoped InnerProductSpace

namespace GeminalCorrelationLimit

noncomputable section

variable {E : Type*} [NormedAddCommGroup E] [InnerProductSpace ℝ E]

/-- The reduced exponent `ab/(a+b)` of two one-particle Gaussian exponents. -/
def reducedExponent (a b : ℝ) : ℝ := a * b / (a + b)

/-- The exponent of a two-particle Gaussian with one-particle exponents `a`, `b` and
correlation exponent `g`, for particles at `x` and `y`. -/
def pairExponent (a b g : ℝ) (x y : E) : ℝ :=
  a * ‖x‖ ^ 2 + b * ‖y‖ ^ 2 + g * ‖x - y‖ ^ 2

/-- The explicitly correlated two-particle Gaussian. -/
def geminal (a b g : ℝ) (x y : E) : ℝ := Real.exp (-pairExponent a b g x y)

/-- The squared length of a linear combination of two position vectors. -/
lemma norm_sq_comb (s t : ℝ) (x y : E) :
    ‖s • x + t • y‖ ^ 2 = s ^ 2 * ‖x‖ ^ 2 + 2 * s * t * ⟪x, y⟫_ℝ + t ^ 2 * ‖y‖ ^ 2 := by
  rw [norm_add_sq_real]
  simp only [norm_smul, mul_pow, Real.norm_eq_abs, sq_abs, real_inner_smul_left,
    real_inner_smul_right]
  ring

/-- The exponent separates into a part in the weighted centre `a x + b y` and a part in the
relative coordinate `x - y`, whose coefficient is `g` plus the reduced exponent. -/
theorem pairExponent_separation {a b : ℝ} (hab : a + b ≠ 0) (g : ℝ) (x y : E) :
    pairExponent a b g x y =
      ‖a • x + b • y‖ ^ 2 / (a + b) + (g + reducedExponent a b) * ‖x - y‖ ^ 2 := by
  unfold pairExponent reducedExponent
  rw [norm_sq_comb, norm_sub_sq_real]
  field_simp
  ring

/-- For particles at `b z` and `-a z` only the relative part of the exponent remains. -/
lemma pairExponent_relative {a b : ℝ} (hab : a + b ≠ 0) (g : ℝ) (z : E) :
    pairExponent a b g (b • z) (-(a • z)) =
      (g + reducedExponent a b) * ((a + b) ^ 2 * ‖z‖ ^ 2) := by
  have h1 : a • (b • z) + b • (-(a • z)) = 0 := by module
  have h2 : b • z - -(a • z) = (a + b) • z := by module
  rw [pairExponent_separation hab, h1, h2, norm_zero, norm_smul, mul_pow,
    Real.norm_eq_abs, sq_abs]
  ring

/-- For positive `a` and `b`, above the limit `-ab/(a+b)` the exponent is at least a positive
constant times `‖x‖² + ‖y‖²`; the constant is the determinant of the exponent matrix over its trace.
-/
theorem pairExponent_lower_bound {a b g : ℝ} (ha : 0 < a) (hb : 0 < b)
    (hg : -reducedExponent a b < g) :
    0 < (a * b + g * (a + b)) / (a + b + 2 * g) ∧
      ∀ x y : E, (a * b + g * (a + b)) / (a + b + 2 * g) * (‖x‖ ^ 2 + ‖y‖ ^ 2) ≤
        pairExponent a b g x y := by
  have hab : 0 < a + b := add_pos ha hb
  have hD : 0 < a * b + g * (a + b) := by
    unfold reducedExponent at hg
    rw [← neg_div, div_lt_iff₀ hab] at hg
    linarith
  have hT : 0 < a + b + 2 * g := by
    have h : 0 < (a + b) * (a + b + 2 * g) := by nlinarith [sq_nonneg a, sq_nonneg b]
    exact (mul_pos_iff_of_pos_left hab).mp h
  refine ⟨div_pos hD hT, fun x y => ?_⟩
  rw [div_mul_eq_mul_div, div_le_iff₀ hT]
  -- Cayley-Hamilton: trace times the form minus determinant times `‖x‖² + ‖y‖²` is a sum of two squares
  have key : pairExponent a b g x y * (a + b + 2 * g)
      - (a * b + g * (a + b)) * (‖x‖ ^ 2 + ‖y‖ ^ 2) =
      ‖(a + g) • x + (-g) • y‖ ^ 2 + ‖(-g) • x + (b + g) • y‖ ^ 2 := by
    unfold pairExponent
    rw [norm_sq_comb, norm_sq_comb, norm_sub_sq_real]
    ring
  linarith [sq_nonneg ‖(a + g) • x + (-g) • y‖, sq_nonneg ‖(-g) • x + (b + g) • y‖]

omit [InnerProductSpace ℝ E] in
/-- The sum of the squared distances from the origin is positive unless both particles sit
at the origin. -/
lemma sum_sq_pos {x y : E} (h : x ≠ 0 ∨ y ≠ 0) : 0 < ‖x‖ ^ 2 + ‖y‖ ^ 2 := by
  rcases h with h | h
  · have := norm_pos_iff.mpr h
    positivity
  · have := norm_pos_iff.mpr h
    positivity

/-- For positive `a` and `b`, the exponent of a two-particle Gaussian is positive definite exactly
when the correlation exponent exceeds minus the reduced exponent, in any nonzero space dimension. -/
theorem pairExponent_posDef_iff [Nontrivial E] {a b : ℝ} (ha : 0 < a) (hb : 0 < b) (g : ℝ) :
    (∀ x y : E, x ≠ 0 ∨ y ≠ 0 → 0 < pairExponent a b g x y) ↔ -reducedExponent a b < g := by
  have hab : 0 < a + b := add_pos ha hb
  constructor
  · intro h
    -- test the form on a purely relative displacement
    obtain ⟨z, hz⟩ := exists_ne (0 : E)
    have h1 := h (b • z) (-(a • z)) (Or.inl (smul_ne_zero hb.ne' hz))
    rw [pairExponent_relative hab.ne'] at h1
    have hK : 0 < (a + b) ^ 2 * ‖z‖ ^ 2 := by
      have := norm_pos_iff.mpr hz
      positivity
    have h2 := (mul_pos_iff_of_pos_right hK).mp h1
    linarith
  · intro hg x y hxy
    obtain ⟨hc, hbound⟩ := pairExponent_lower_bound (E := E) ha hb hg
    exact lt_of_lt_of_le (mul_pos hc (sum_sq_pos hxy)) (hbound x y)

/-- On the line, for positive `a` and `b`, `a x² + b y² + g (x - y)²` is positive definite exactly
when `g > -ab/(a+b)`. -/
theorem line_posDef_iff {a b : ℝ} (ha : 0 < a) (hb : 0 < b) (g : ℝ) :
    (∀ x y : ℝ, x ≠ 0 ∨ y ≠ 0 → 0 < a * x ^ 2 + b * y ^ 2 + g * (x - y) ^ 2) ↔
      -(a * b / (a + b)) < g := by
  have h := pairExponent_posDef_iff (E := ℝ) ha hb g
  simp only [pairExponent, reducedExponent, Real.norm_eq_abs, sq_abs] at h
  exact h

/-- For positive `a` and `b` and a nonzero space, the geminal lies below a decaying Gaussian in both
particle positions exactly when the correlation exponent exceeds minus the reduced exponent. -/
theorem geminal_decays_iff [Nontrivial E] {a b : ℝ} (ha : 0 < a) (hb : 0 < b) (g : ℝ) :
    (∃ c > 0, ∀ x y : E, geminal a b g x y ≤ Real.exp (-(c * (‖x‖ ^ 2 + ‖y‖ ^ 2)))) ↔
      -reducedExponent a b < g := by
  constructor
  · rintro ⟨c, hc, h⟩
    refine (pairExponent_posDef_iff (E := E) ha hb g).mp fun x y hxy => ?_
    have h1 := Real.exp_le_exp.mp (h x y)
    have h2 := mul_pos hc (sum_sq_pos hxy)
    linarith
  · intro hg
    obtain ⟨hc, hbound⟩ := pairExponent_lower_bound (E := E) ha hb hg
    exact ⟨_, hc, fun x y => Real.exp_le_exp.mpr (neg_le_neg (hbound x y))⟩

/-- For positive `a` and `b` and a nonzero space, the geminal is bounded exactly when the
correlation exponent is at least minus the reduced exponent. -/
theorem geminal_bounded_iff [Nontrivial E] {a b : ℝ} (ha : 0 < a) (hb : 0 < b) (g : ℝ) :
    (∃ C : ℝ, ∀ x y : E, geminal a b g x y ≤ C) ↔ -reducedExponent a b ≤ g := by
  have hab : 0 < a + b := add_pos ha hb
  constructor
  · rintro ⟨C, hC⟩
    by_contra hg
    have hd : 0 < -(g + reducedExponent a b) := by linarith [not_le.mp hg]
    obtain ⟨z, hz⟩ := exists_ne (0 : E)
    have hz' := norm_pos_iff.mpr hz
    have hC0 : 0 < C := lt_of_lt_of_le (Real.exp_pos _) (hC 0 0)
    obtain ⟨K, hK⟩ : ∃ K, K = -(g + reducedExponent a b) * ((a + b) ^ 2 * ‖z‖ ^ 2) := ⟨_, rfl⟩
    have hK0 : 0 < K := by
      rw [hK]
      exact mul_pos hd (by positivity)
    -- stretch the relative displacement until the geminal exceeds `C`
    have ht : Real.sqrt (C / K) ^ 2 = C / K := Real.sq_sqrt (div_pos hC0 hK0).le
    have h1 := hC (b • (Real.sqrt (C / K) • z)) (-(a • (Real.sqrt (C / K) • z)))
    unfold geminal at h1
    rw [pairExponent_relative hab.ne', norm_smul, mul_pow, Real.norm_eq_abs, sq_abs, ht] at h1
    have h2 : -((g + reducedExponent a b) * ((a + b) ^ 2 * (C / K * ‖z‖ ^ 2))) = C := by
      calc _ = K * (C / K) := by
            nth_rewrite 2 [hK]
            rw [hK]
            ring
        _ = C := mul_div_cancel₀ C hK0.ne'
    rw [h2] at h1
    linarith [Real.add_one_le_exp C]
  · intro hg
    refine ⟨1, fun x y => Real.exp_le_one_iff.mpr ?_⟩
    rw [pairExponent_separation hab.ne']
    have h1 : 0 ≤ g + reducedExponent a b := by linarith
    have h2 := mul_nonneg h1 (sq_nonneg ‖x - y‖)
    have h3 := div_nonneg (sq_nonneg ‖a • x + b • y‖) hab.le
    linarith

/-- For positive `a` and `b`, at the limiting correlation exponent `-ab/(a+b)` the geminal equals
one exactly on the configurations with `a x + b y = 0`. -/
theorem geminal_at_limit_eq_one_iff {a b : ℝ} (ha : 0 < a) (hb : 0 < b) (x y : E) :
    geminal a b (-reducedExponent a b) x y = 1 ↔ a • x + b • y = 0 := by
  have hab : a + b ≠ 0 := (add_pos ha hb).ne'
  unfold geminal
  rw [Real.exp_eq_one_iff, neg_eq_zero, pairExponent_separation hab, neg_add_cancel,
    zero_mul, add_zero, div_eq_zero_iff, or_iff_left hab, sq_eq_zero_iff, norm_eq_zero]

end

end GeminalCorrelationLimit
```

```lean
#print axioms GeminalCorrelationLimit.line_posDef_iff
#print axioms GeminalCorrelationLimit.geminal_decays_iff
#print axioms GeminalCorrelationLimit.geminal_bounded_iff
#print axioms GeminalCorrelationLimit.geminal_at_limit_eq_one_iff
```

```
'GeminalCorrelationLimit.line_posDef_iff' depends on axioms: [propext, Classical.choice, Quot.sound]
'GeminalCorrelationLimit.geminal_decays_iff' depends on axioms: [propext, Classical.choice, Quot.sound]
'GeminalCorrelationLimit.geminal_bounded_iff' depends on axioms: [propext, Classical.choice, Quot.sound]
'GeminalCorrelationLimit.geminal_at_limit_eq_one_iff' depends on axioms: [propext, Classical.choice, Quot.sound]
```

## Reading the Lean statements as physics

The type `E` is the space in which one particle moves. It is a real inner product space of any dimension, so the line and three-dimensional Euclidean space are both included. The assumption `[Nontrivial E]` says that it contains a nonzero vector. The norm comes from the inner product, which makes `‖x - y‖` the ordinary distance between the particles.

`reducedExponent a b` is $\mu$, `pairExponent a b g x y` is $Q(x,y)$ and `geminal a b g x y` is $G(x,y)$. The geminal is unnormalised, and its exponent has no factor $\tfrac12$. A code that writes $e^{-Q/2}$ has the same limit, since a common factor in $a$, $b$ and $g$ drops out of the condition.

- `pairExponent_posDef_iff` is the main equivalence. The premise `x ≠ 0 ∨ y ≠ 0` excludes only the configuration with both particles at the origin.
- `line_posDef_iff` is the same statement for real numbers $x$ and $y$, with the form and the limit written out.
- `pairExponent_lower_bound` states that, for $g>-\mu$, $D/T$ is positive and the explicit bound holds for all positions.
- `geminal_decays_iff` says that one constant $c>0$ serves for all positions exactly when $g>-\mu$.
- `geminal_bounded_iff` says that $G$ is bounded exactly when $g\ge-\mu$, so the limit itself is included.
- `geminal_at_limit_eq_one_iff` describes where the limiting function equals one.

## How the proof follows the algebra

`norm_sq_comb` expands $\|sx+ty\|^2$ once for general real coefficients. `pairExponent_separation` is equation (1): after the expansion, `field_simp` clears the denominator $a+b$ and `ring` checks the polynomial identity. `pairExponent_relative` is equation (2), where `module` verifies that the weighted centre vanishes and that the separation is $(a+b)z$.

In `pairExponent_lower_bound`, `hD` and `hT` are the positivity of $D$ and $T$. The step `key` is equation (3), with the two squared norms written out, so no matrix appears in the file. The closing `linarith` uses the fact that those squares are nonnegative.

The main theorem joins the two directions. It tests the form on a relative displacement to obtain $g>-\mu$, and it combines the lower bound with `sum_sq_pos` for the converse. `line_posDef_iff` is then the case `E := ℝ`.

For decay, `Real.exp_le_exp` turns an inequality between exponentials into one between exponents, and back. For boundedness, the proof stretches the displacement by `Real.sqrt (C / K)`, which is the $t$ of the derivation, and `Real.add_one_le_exp` supplies $e^C\ge C+1$. The last theorem reduces $G=1$ to $Q=0$ and then, by (1), to $ax+by=0$.

## Pointwise decay, not integrals or rounding

The theorems concern the values of $Q$ and $G$ at each configuration, in exact real arithmetic. They guarantee that the test on $g$ neither rejects a decaying function nor accepts one that fails to decay, provided that $a$ and $b$ are positive.

The divergence of the self-overlap, the determinant formula for convergent integrals and the eigenvalue quoted above are ordinary calculus and linear algebra, which the file leaves aside. In finite dimension the Gaussian bound gives square-integrability by comparison.

The model has two particles, one common centre and one scalar exponent for each term. Shifted centres, polynomial prefactors, anisotropic exponents and more than two particles are not treated. Nor do the theorems say anything about linear dependence between basis functions, each of which may pass the test on its own.

In floating-point arithmetic the computed sign of $ab+g(a+b)$ can be wrong when the two terms nearly cancel. A code should therefore keep a margin above zero, and its size depends on the precision and on the range of exponents in use.
